# Logarithmic decay of the Becke–Roussel hole potential of hydrogen at small occupation, beyond one bohr

Give the hydrogen 1s orbital an occupation $q$, and let $U$ be the Becke–Roussel exchange-hole potential at a fixed distance $r>1$ from the nucleus, in atomic units. As $q\to0^+$,

$$\ln(1/q)\,U\;\to\;-2\sqrt{1-1/r}.$$

The exact exchange hole of the same orbital has the potential $-q\,\bigl(1-(1+r)e^{-2r}\bigr)/r$, which vanishes linearly in $q$. For this one-orbital model at a fixed point, the Becke–Roussel potential is therefore far too deep at small occupation, which matters when semilocal functionals are tested on fractional charges.

## From the density to the equation for $x$

The density in the occupied spin channel is $\rho=qe^{-2r}/\pi$. Becke and Roussel model the exchange hole by a normalised exponential $a^3e^{-a|\cdot|}/(8\pi)$ centred at a distance $b$ from the reference point, and set $x=ab$. Matching the hole's value there to $\rho$ gives $b^3=x^3e^{-x}/(8\pi\rho)$. Let $Q$ be the coefficient of $u^2$ in the average of the exchange hole over a small sphere of radius $u$ about the reference point. Matching it as well gives

$$\frac{x e^{-2x/3}}{x-2}=\frac{2}{3}\pi^{2/3}\frac{\rho^{5/3}}{Q}.$$

For a single orbital the kinetic contribution to $Q$ vanishes, so $Q=\nabla^2\rho/6=\tfrac23(1-1/r)\rho$. With $k=r/(r-1)$, the right-hand side becomes

$$S=q^{2/3}e^{-4r/3}k .$$

Inserting $\rho$ into the formula for $b$, and taking the Coulomb potential of the model hole, gives

$$b=\frac{x\,e^{(2r-x)/3}}{2q^{1/3}},\qquad U=-\frac{1-e^{-x}(1+x/2)}{b}.$$

For $r>1$ we have $S>0$, and the relevant root has $x>2$. To see that one exists, put $g(y)=S(y-2)-ye^{-2y/3}$. Then $g(2)<0$. Since $e^{2y/3}\ge1+2y/3$, we have $ye^{-2y/3}\le3/2$, and so $g(2+2/S)\ge2-3/2>0$. The continuous function $g$ has a zero in between.

The root is unique, because both $x/(x-2)$ and $e^{-2x/3}$ are positive and decrease for $x>2$. At $q=1$ it is $x=2r$, as substitution shows. Then $b=r$ and $U=-(1-(1+r)e^{-2r})/r$, so the model agrees with exact exchange at full occupation.

## The limit of vanishing occupation

The equation for $x$ can be written as $e^{-2x/3}=S(1-2/x)$. Two formulas follow. First,

$$\left(\frac{2b}{x}\right)^2=\frac{e^{4r/3}e^{-2x/3}}{q^{2/3}}=k\,(1-2/x),
\qquad b=\frac x2\sqrt{k\,(1-2/x)} .$$

Second, taking logarithms and multiplying by $-3/2$,

$$\ln(1/q)=x-2r+\tfrac32\ln k+\tfrac32\ln(1-2/x).$$

The last logarithm is negative, so $x\ge\ln(1/q)+2r-\tfrac32\ln k$, and $x\to\infty$ as $q\to0^+$. Eliminating $q$ and $b$ gives

$$\ln(1/q)\,U=-2\,\frac{\Bigl[1+\dfrac{\frac32\ln k-2r}{x}+\dfrac{3\ln(1-2/x)}{2x}\Bigr]\bigl[1-e^{-x}-\tfrac x2e^{-x}\bigr]}{\sqrt{k\,(1-2/x)}} .$$

Both brackets tend to 1, and the limit is $-2/\sqrt k=-2\sqrt{1-1/r}$. In physical terms, the model hole always holds one electron, and it recedes to a distance $b$ that grows only like $\ln(1/q)$.

The exact hole at distance $s$ from the nucleus is $qe^{-2s}/\pi$, which holds only $q$ electrons. The shells inside and outside $r$ contribute

$$\frac1r\int_0^r4qs^2e^{-2s}\,ds=\frac qr\bigl[1-(2r^2+2r+1)e^{-2r}\bigr],\qquad
\int_r^\infty4qse^{-2s}\,ds=q(2r+1)e^{-2r}.$$

Their sum is $q\,(1-(1+r)e^{-2r})/r$, and the potential is minus this. Since $q\ln(1/q)\to0$, the ratio of the Becke–Roussel potential to the exact one diverges.

## Definitions in Lean

```lean
import Mathlib

open Real Filter Topology Set MeasureTheory

namespace BeckeRousselFractional

noncomputable section
```

The formal development starts from the reduced formulas in $q$ and $r$; their derivation from $\rho$ and $Q$, the uniqueness of the root, the agreement at $q=1$ and the diverging ratio rest on the arguments above. The right-hand side $S$ is `source`.

```lean
/-- The right-hand side of the Becke-Roussel equation for hydrogen with occupation `q`, at
radius `r ≠ 1`. -/
def source (q r : ℝ) : ℝ := q ^ (2 / 3 : ℝ) * exp (-4 * r / 3) * (r / (r - 1))
```

The predicate `IsRoot q r x` contains both the equation and the choice of branch, $x>2$.

```lean
/-- `x > 2` solves the Becke-Roussel equation at radius `r ≠ 1` and occupation `q`. -/
def IsRoot (q r x : ℝ) : Prop := 2 < x ∧ x * exp (-2 * x / 3) / (x - 2) = source q r
```

The displacement $b$ is `shift`, and $U$ is `brPotential`. Both take $x$ as an argument, which the theorems about them require to satisfy `IsRoot`.

```lean
/-- The displacement `b` of the model exponential hole for hydrogen, when `q > 0` and `x` is a
Becke-Roussel root (`IsRoot q r x`). -/
def shift (q r x : ℝ) : ℝ := x * exp ((2 * r - x) / 3) / (2 * q ^ (1 / 3 : ℝ))

/-- The Becke-Roussel hole potential `U` for hydrogen, when `q > 0` and `x` is a Becke-Roussel root
(`IsRoot q r x`). -/
def brPotential (q r x : ℝ) : ℝ := -(1 - exp (-x) * (1 + x / 2)) / shift q r x
```

On the exact side, the orbital is the normalised 1s function $e^{-s}/\sqrt\pi$.

```lean
/-- The hydrogen 1s orbital at radius `s`, in atomic units. -/
def orbital (s : ℝ) : ℝ := exp (-s) / √π
```

"Exact" here refers to the Fock expression $|\gamma(r,s)|^2/\rho(r)$, with the one-body density matrix $\gamma(r,s)=q\varphi(r)\varphi(s)$ of the orbital $\varphi$. The hole is counted as positive, and the minus sign enters with the potential.

```lean
/-- The exact exchange hole `|γ(r,s)|²/ρ(r)` of a 1s orbital with occupation `q ≠ 0`. -/
def exactHole (q r s : ℝ) : ℝ := (q * orbital r * orbital s) ^ 2 / (q * orbital r ^ 2)
```

Because this hole is spherical about the nucleus, its Coulomb integral splits into an inner and an outer radial part.

```lean
/-- Minus the radial Coulomb integral of the exact hole, for `q ≠ 0` and `r > 0`. -/
def exactPotential (q r : ℝ) : ℝ :=
  -((1 / r) * (∫ s in (0 : ℝ)..r, 4 * π * s ^ 2 * exactHole q r s)
    + ∫ s in Ioi r, 4 * π * s * exactHole q r s)
```

## Existence of the root and the two identities

Three auxiliary facts come first: $S>0$, the rewritten equation $e^{-2x/3}=S(1-2/x)$, and $1-2/x>0$.

```lean
private lemma source_pos {q r : ℝ} (hq : 0 < q) (hr : 1 < r) : 0 < source q r := by
  have : 0 < r - 1 := by linarith
  unfold source; positivity

private lemma root_exp {q r x : ℝ} (h : IsRoot q r x) :
    exp (-2 * x / 3) = source q r * (1 - 2 / x) := by
  have h0 : x ≠ 0 := by linarith [h.1]
  have h2 : x - 2 ≠ 0 := by linarith [h.1]
  rw [← h.2]
  generalize exp (-2 * x / 3) = E
  field_simp

private lemma frac_pos {x : ℝ} (h : 2 < x) : 0 < 1 - 2 / x := by
  have : 2 / x < 1 := by rw [div_lt_one (by linarith)]; exact h
  linarith
```

The existence proof is the sign-change argument for $g$. The bound $ye^{-2y/3}\le3/2$ is `hbound`, and `intermediate_value_Icc` supplies the zero. The zero is not at $2$, because $g(2)\neq0$, so division by $x-2$ restores the original equation.

```lean
/-- For `q > 0` and `r > 1` the Becke-Roussel equation has a solution `x > 2`. -/
theorem exists_root {q r : ℝ} (hq : 0 < q) (hr : 1 < r) : ∃ x, IsRoot q r x := by
  have hS := source_pos hq hr
  have hc : Continuous fun y : ℝ => source q r * (y - 2) - y * exp (-2 * y / 3) := by fun_prop
  have hb : (2 : ℝ) ≤ 2 + 2 / source q r := by
    have : 0 < 2 / source q r := by positivity
    linarith
  have hbound : ∀ y : ℝ, y * exp (-2 * y / 3) ≤ 3 / 2 := by
    intro y
    have h1 := Real.add_one_le_exp (2 * y / 3)
    have h2 : exp (2 * y / 3) * exp (-2 * y / 3) = 1 := by
      rw [← Real.exp_add, show 2 * y / 3 + -2 * y / 3 = 0 by ring, Real.exp_zero]
    nlinarith [Real.exp_pos (-2 * y / 3)]
  -- the cleared equation changes sign between 2 and 2 + 2/source
  have hmem : (0 : ℝ) ∈ Icc (source q r * (2 - 2) - 2 * exp (-2 * 2 / 3))
      (source q r * (2 + 2 / source q r - 2)
        - (2 + 2 / source q r) * exp (-2 * (2 + 2 / source q r) / 3)) := by
    constructor
    · nlinarith [Real.exp_pos (-2 * 2 / 3)]
    · have h1 : source q r * (2 + 2 / source q r - 2) = 2 := by field_simp; ring
      linarith [hbound (2 + 2 / source q r)]
  obtain ⟨c, hcI, h0⟩ := intermediate_value_Icc hb hc.continuousOn hmem
  simp only at h0
  have hc2 : 2 < c := by
    refine lt_of_le_of_ne hcI.1 fun h => ?_
    rw [← h] at h0
    nlinarith [Real.exp_pos (-2 * 2 / 3)]
  refine ⟨c, hc2, ?_⟩
  rw [div_eq_iff (by linarith)]; linarith
```

In `shift_eq`, the step `h4` identifies $k(1-2/x)$ with the square of $e^{(2r-x)/3}/q^{1/3}$. That quantity is positive, so taking the square root gives the formula for $b$.

```lean
/-- For `q > 0`, at a Becke-Roussel root `x` the displacement is
`b = (x/2) √(r/(r-1) (1 - 2/x))`. -/
theorem shift_eq {q r x : ℝ} (hq : 0 < q) (h : IsRoot q r x) :
    shift q r x = x / 2 * √(r / (r - 1) * (1 - 2 / x)) := by
  have h1 : (q ^ (1 / 3 : ℝ)) ^ 2 = q ^ (2 / 3 : ℝ) := by
    rw [← Real.rpow_natCast, ← Real.rpow_mul hq.le]; norm_num
  have h2 : exp ((2 * r - x) / 3) ^ 2 = exp (4 * r / 3) * exp (-2 * x / 3) := by
    rw [← Real.exp_nat_mul, ← Real.exp_add]; congr 1; push_cast; ring
  have h3 : exp (4 * r / 3) * exp (-4 * r / 3) = 1 := by
    rw [← Real.exp_add, show 4 * r / 3 + -4 * r / 3 = 0 by ring, Real.exp_zero]
  have hq2 : q ^ (2 / 3 : ℝ) ≠ 0 := (Real.rpow_pos_of_pos hq _).ne'
  have h4 : r / (r - 1) * (1 - 2 / x) = (exp ((2 * r - x) / 3) / q ^ (1 / 3 : ℝ)) ^ 2 := by
    rw [div_pow, h1, h2, root_exp h, eq_div_iff hq2]
    unfold source
    linear_combination (-(q ^ (2 / 3 : ℝ) * (r / (r - 1)) * (1 - 2 / x))) * h3
  rw [h4, Real.sqrt_sq (by positivity)]
  unfold shift
  ring
```

The logarithmic identity applies `log` to both sides of `root_exp` and splits the products. The splitting needs nonzero factors, and here they are all positive.

```lean
/-- For `q > 0` and `r > 1`, a Becke-Roussel root `x` fixes `ln(1/q)` as `x` plus a constant and a
logarithmic correction. -/
theorem log_eq {q r x : ℝ} (hq : 0 < q) (hr : 1 < r) (h : IsRoot q r x) :
    log (1 / q) = x - 2 * r + 3 / 2 * log (r / (r - 1)) + 3 / 2 * log (1 - 2 / x) := by
  have hk : 0 < r / (r - 1) := div_pos (by linarith) (by linarith)
  have h1 := congrArg log (root_exp h)
  rw [Real.log_exp, Real.log_mul (source_pos hq hr).ne' (frac_pos h.1).ne'] at h1
  unfold source at h1
  rw [Real.log_mul (by positivity) hk.ne', Real.log_mul (by positivity) (by positivity),
    Real.log_rpow hq, Real.log_exp] at h1
  rw [one_div, Real.log_inv]
  linarith
```

## The Becke–Roussel limit

The theorem takes a function `x` that selects a root for every $q$ in $(0,1)$. By `exists_root` such a function exists, and the limit is the same for any selection. The filter `𝓝[>] 0` expresses $q\to0^+$. The radius is held fixed, so the statement gives no uniformity in $r$ and no result for the integrated exchange energy.

The proof first obtains `hxtop`, the divergence of $x$, from the lower bound derived above. The limits `hA` and `hB` are those of the two brackets, `hF` combines them with the square root, and composition with `hxtop` turns a limit in $x$ into a limit in $q$. The final lines use `shift_eq` and `log_eq` to show that this explicit function equals $\ln(1/q)\,U$ for all $q$ in $(0,1)$.

```lean
/-- At fixed `r > 1`, with `x(q)` a Becke-Roussel root for each `0 < q < 1`, the potential obeys
`ln(1/q) U → -2√(1 - 1/r)` as `q → 0+`. -/
theorem tendsto_log_mul_brPotential {r : ℝ} (hr : 1 < r) {x : ℝ → ℝ}
    (hx : ∀ q ∈ Ioo (0 : ℝ) 1, IsRoot q r (x q)) :
    Tendsto (fun q => log (1 / q) * brPotential q r (x q)) (𝓝[>] 0)
      (𝓝 (-2 * √(1 - 1 / r))) := by
  have hk : 0 < r / (r - 1) := div_pos (by linarith) (by linarith)
  have hs : √(1 - 1 / r) = (√(r / (r - 1)))⁻¹ := by
    rw [← Real.sqrt_inv, inv_div, sub_div, div_self (by linarith : r ≠ 0)]
  have hev : ∀ᶠ q in 𝓝[>] (0 : ℝ), q ∈ Ioo (0 : ℝ) 1 := Ioo_mem_nhdsGT (by norm_num)
  have hL : Tendsto (fun q : ℝ => log (1 / q)) (𝓝[>] 0) atTop := by
    simp only [one_div]
    exact Real.tendsto_log_atTop.comp tendsto_inv_nhdsGT_zero
  -- the root x grows at least like ln(1/q)
  have hxtop : Tendsto x (𝓝[>] 0) atTop := by
    refine tendsto_atTop_mono' _ ?_
      (tendsto_atTop_add_const_right _ (2 * r - 3 / 2 * log (r / (r - 1))) hL)
    filter_upwards [hev] with q hq
    have h := hx q hq
    have h2 : 0 < 2 / x q := div_pos (by norm_num) (by linarith [h.1])
    have h3 := Real.log_nonpos (frac_pos h.1).le (by linarith)
    rw [log_eq hq.1 hr h]
    linarith
  -- ln(1/q) U is an explicit function of x, whose limit at infinity is elementary
  have hinv : Tendsto (fun y : ℝ => y⁻¹) atTop (𝓝 0) := tendsto_inv_atTop_zero
  have ht : Tendsto (fun y : ℝ => 1 - 2 / y) atTop (𝓝 1) := by
    have h := (tendsto_const_nhds (x := (1 : ℝ))).sub (hinv.const_mul 2)
    simpa only [div_eq_mul_inv, mul_zero, sub_zero] using h
  have hA := ((tendsto_const_nhds (x := (1 : ℝ))).add
    (hinv.const_mul (3 / 2 * log (r / (r - 1)) - 2 * r))).add
    (((ht.log one_ne_zero).const_mul (3 / 2)).mul hinv)
  have hB := ((tendsto_const_nhds (x := (1 : ℝ))).sub Real.tendsto_exp_neg_atTop_nhds_zero).sub
    ((Real.tendsto_pow_mul_exp_neg_atTop_nhds_zero 1).div_const 2)
  have hF := ((hA.mul hB).const_mul (-2)).div (ht.const_mul (r / (r - 1))).sqrt
    (by rw [mul_one]; exact (Real.sqrt_pos.2 hk).ne')
  have hG := hF.comp hxtop
  have hlim : -2 * √(1 - 1 / r) = -2 * ((1 + (3 / 2 * log (r / (r - 1)) - 2 * r) * 0
      + 3 / 2 * log 1 * 0) * (1 - 0 - 0 / 2)) / √(r / (r - 1) * 1) := by
    rw [hs, mul_one (r / (r - 1))]; ring
  rw [hlim]
  refine hG.congr' ?_
  filter_upwards [hev] with q hq
  have h := hx q hq
  have h0 : x q ≠ 0 := by linarith [h.1]
  have hsq : √(r / (r - 1) * (1 - 2 / x q)) ≠ 0 :=
    (Real.sqrt_pos.2 (mul_pos hk (frac_pos h.1))).ne'
  unfold brPotential
  rw [shift_eq hq.1 h, log_eq hq.1 hr h]
  simp only [Function.comp_apply, Pi.div_apply]
  generalize √(r / (r - 1) * (1 - 2 / x q)) = s at hsq ⊢
  generalize log (1 - 2 / x q) = l
  generalize log (r / (r - 1)) = m
  field_simp
  ring
```

## The exact potential

This closed form holds for every $r>0$ and $q>0$, with no restriction to $r>1$. The step `hh` reduces the hole to $qe^{-2s}/\pi$. The antiderivatives for the inner and outer shells are verified by differentiation in `hd1` and `hd2`. The outer integral also needs the antiderivative to vanish at infinity, which is `hlim`; non-negativity of the integrand, `hnn`, lets the improper integral be evaluated from these boundary values. The last line adds the two contributions.

```lean
/-- For `q > 0` and `r > 0` the exact exchange-hole potential of fractional hydrogen is
`-q (1 - (1 + r) exp(-2r))/r`, linear in the occupation. -/
theorem exactPotential_eq {q r : ℝ} (hq : 0 < q) (hr : 0 < r) :
    exactPotential q r = -q * ((1 - (1 + r) * exp (-2 * r)) / r) := by
  have hh : ∀ s, exactHole q r s = q / π * exp (-2 * s) := by
    intro s
    have ho : orbital r ≠ 0 := by unfold orbital; positivity
    have h : exp (-s) ^ 2 = exp (-2 * s) := by
      rw [sq, ← Real.exp_add]; congr 1; ring
    have h' : exactHole q r s = q * orbital s ^ 2 := by
      unfold exactHole
      rw [div_eq_iff (mul_ne_zero hq.ne' (pow_ne_zero 2 ho))]; ring
    rw [h', orbital, div_pow, Real.sq_sqrt pi_pos.le, h]; ring
  have hπ : π * (q / π) = q := by field_simp
  have he : ∀ s : ℝ, HasDerivAt (fun s : ℝ => exp (-2 * s)) (-2 * exp (-2 * s)) s := by
    intro s
    convert ((hasDerivAt_id' s).const_mul (-2 : ℝ)).exp using 1
    ring
  -- antiderivatives for the inner and the outer shells
  have hd1 : ∀ s : ℝ, HasDerivAt (fun s : ℝ => -q * ((2 * (s * s) + 2 * s + 1) * exp (-2 * s)))
      (4 * π * s ^ 2 * (q / π * exp (-2 * s))) s := by
    intro s
    have hi := hasDerivAt_id' s
    refine ((((((hi.fun_mul hi).const_mul 2).fun_add (hi.const_mul 2)).add_const 1).fun_mul
      (he s)).const_mul (-q)).congr_deriv ?_
    linear_combination (-(4 * s ^ 2 * exp (-2 * s))) * hπ
  have hd2 : ∀ s : ℝ, HasDerivAt (fun s : ℝ => -q * ((2 * s + 1) * exp (-2 * s)))
      (4 * π * s * (q / π * exp (-2 * s))) s := by
    intro s
    refine (((((hasDerivAt_id' s).const_mul 2).add_const 1).fun_mul
      (he s)).const_mul (-q)).congr_deriv ?_
    linear_combination (-(4 * s * exp (-2 * s))) * hπ
  have h1 := intervalIntegral.integral_eq_sub_of_hasDerivAt (a := 0) (b := r)
    (fun s _ => hd1 s) (Continuous.intervalIntegrable (by fun_prop) _ _)
  have hlim : Tendsto (fun s : ℝ => -q * ((2 * s + 1) * exp (-2 * s))) atTop (𝓝 0) := by
    have h2s : Tendsto (fun s : ℝ => 2 * s) atTop atTop :=
      tendsto_id.const_mul_atTop (by norm_num)
    have h := (((Real.tendsto_pow_mul_exp_neg_atTop_nhds_zero 1).add
      Real.tendsto_exp_neg_atTop_nhds_zero).comp h2s).const_mul (-q)
    rw [add_zero, mul_zero] at h
    refine h.congr fun s => ?_
    simp only [Function.comp_apply, pow_one, neg_mul]
    ring
  have hnn : ∀ s ∈ Ioi r, 0 ≤ 4 * π * s * (q / π * exp (-2 * s)) := by
    intro s hs
    have : 0 < s := hr.trans hs
    positivity
  have h2 := integral_Ioi_of_hasDerivAt_of_nonneg' (fun s _ => hd2 s) hnn hlim
  have hrr : r * (1 / r) = 1 := by field_simp
  unfold exactPotential
  simp only [hh]
  rw [h1, h2]
  simp only [mul_zero, Real.exp_zero]
  linear_combination (q * exp (-2 * r) * (2 * r + 1)) * hrr

end

end BeckeRousselFractional
```

```lean
#print axioms BeckeRousselFractional.exists_root
-- 'BeckeRousselFractional.exists_root' depends on axioms: [propext, Classical.choice, Quot.sound]
#print axioms BeckeRousselFractional.tendsto_log_mul_brPotential
-- 'BeckeRousselFractional.tendsto_log_mul_brPotential' depends on axioms: [propext, Classical.choice, Quot.sound]
#print axioms BeckeRousselFractional.exactPotential_eq
-- 'BeckeRousselFractional.exactPotential_eq' depends on axioms: [propext, Classical.choice, Quot.sound]
```
